# A period-M site potential on a circulant ring of NM sites splits the characteristic polynomial into N plane-wave blocks

A frozen phonon with a commensurate wavevector can be described in a supercell, and its static potential couples only primitive Bloch states that fold onto the same point \(K\) of the supercell's Brillouin zone. The model here is non-interacting electrons on a finite one-dimensional ring, with one orbital per site and a prescribed commensurate site potential. The theorems below show that the small matrices built from these states, one for each \(K\), together reproduce the full characteristic polynomial. The perturbation strength \(t\) is arbitrary, so this is not limited to first order; self-consistent screening is absent.

## A closed ring of NM sites

The ring has \(L=NM\) sites: \(N\) supercells of \(M\) primitive cells each. Positions \(x\) and momentum labels \(k\) are both elements of `ZMod (N * M)`, and the physical wavevector is \(2\pi k/L\) in units of the inverse site spacing. The plane waves and the two transforms are

\[
w_k(x)=e^{2\pi i kx/L},\qquad
\varepsilon(k)=\sum_x h(x)\,\overline{w_k(x)},\qquad
\hat v(q)=\frac1L\sum_x v(x)\,\overline{w_q(x)} .
\]

Here \(h(x)\) is the hopping amplitude over displacement \(x\), and \(v(x)\) is the site potential. In the code these are `wave`, `band` and `fourier`. The waves are unnormalised; `momentumRep` supplies the factor \(1/L\), so its entries are matrix elements between the normalised states \(|k\rangle=L^{-1/2}w_k\). `fold` reduces a momentum modulo \(N\), `grid K G` is \(K+NG\), and `block` is the matrix

\[
B_K(G,G')=\delta_{GG'}\,\varepsilon(K+NG)+t\,\hat v\big(N(G-G')\big).
\]

In Lean 4 with Mathlib:

```lean
import Mathlib

open Matrix Polynomial
open scoped ComplexConjugate

namespace CommensuratePhonon

noncomputable section

/-- The plane wave `exp (2 π i k x / L)` on a ring of `L` sites. -/
def wave {L : ℕ} [NeZero L] (k x : ZMod L) : ℂ := ZMod.stdAddChar (k * x)

/-- The matrix whose columns are the plane waves. -/
def waves (L : ℕ) [NeZero L] : Matrix (ZMod L) (ZMod L) ℂ := Matrix.of fun x k => wave k x

/-- The matrix elements of an operator between normalised plane waves. -/
def momentumRep {L : ℕ} [NeZero L] (A : Matrix (ZMod L) (ZMod L) ℂ) :
    Matrix (ZMod L) (ZMod L) ℂ := ((L : ℂ)⁻¹ • (waves L)ᴴ) * A * waves L

/-- The band energy at momentum `k` for hopping amplitudes `h`. -/
def band {L : ℕ} [NeZero L] (h : ZMod L → ℂ) (k : ZMod L) : ℂ := ∑ x, h x * conj (wave k x)

/-- The Fourier component of a site potential at momentum transfer `q`. -/
def fourier {L : ℕ} [NeZero L] (v : ZMod L → ℂ) (q : ZMod L) : ℂ :=
  (L : ℂ)⁻¹ * ∑ x, v x * conj (wave q x)

/-- The circulant Hamiltonian plus `t` times a site potential. -/
def perturbed {L : ℕ} (h v : ZMod L → ℂ) (t : ℂ) : Matrix (ZMod L) (ZMod L) ℂ :=
  Matrix.circulant h + t • Matrix.diagonal v

/-- Reduction of a momentum modulo `N`. -/
abbrev fold (N M : ℕ) : ZMod (N * M) →+* ZMod N :=
  ZMod.castHom (dvd_mul_right N M) (ZMod N)

/-- The momentum `K + N G` on the primitive grid. -/
def grid {N M : ℕ} (K : Fin N) (G : Fin M) : ZMod (N * M) := ((K.1 + N * G.1 : ℕ) : ZMod (N * M))

/-- The `M` by `M` plane-wave Hamiltonian at the supercell point `K`. -/
def block {N M : ℕ} [NeZero N] [NeZero M] (h v : ZMod (N * M) → ℂ) (t : ℂ) (K : Fin N) :
    Matrix (Fin M) (Fin M) ℂ := Matrix.of fun G G' =>
  (if G = G' then band h (grid K G) else 0) +
    t * fourier v ((N : ZMod (N * M)) * ((G.1 : ZMod (N * M)) - (G'.1 : ZMod (N * M))))
```

The \(L\) plane waves are complete. Put \(S=\sum_k w_k(d)\). Relabelling \(k\to k+1\) gives \(S=e^{2\pi i d/L}S\), so \(S=0\) unless \(d=0\), when \(S=L\). With \(d=x-y\), this says \(\sum_k|k\rangle\langle k|=1\). `waves_complete` takes the character sum from Mathlib and uses `wave_sub`, which is \(w_k(x-y)=w_k(x)\overline{w_k(y)}\).

```lean
/-- Moving the argument of a plane wave back by `y` multiplies its value by the conjugate phase at
`y`. -/
theorem wave_sub {L : ℕ} [NeZero L] (k x y : ZMod L) :
    wave k (x - y) = wave k x * conj (wave k y) := by
  unfold wave
  rw [mul_sub, sub_eq_add_neg, AddChar.map_add_eq_mul, AddChar.map_neg_eq_conj]

/-- The normalised plane waves resolve the identity. -/
theorem waves_complete (L : ℕ) [NeZero L] : waves L * ((L : ℂ)⁻¹ • (waves L)ᴴ) = 1 := by
  have hL : (L : ℂ) ≠ 0 := Nat.cast_ne_zero.mpr (NeZero.ne L)
  ext x y
  have hs : ∑ k : ZMod L, wave k (x - y) = if x - y = 0 then (L : ℂ) else 0 := by
    have := AddChar.sum_mulShift (x - y) (ZMod.isPrimitive_stdAddChar L)
    simp only [wave]
    rw [this]
    split_ifs <;> simp [ZMod.card]
  have he : (waves L * (waves L)ᴴ) x y = ∑ k, wave k (x - y) := by
    rw [Matrix.mul_apply]
    exact Finset.sum_congr rfl fun k _ => (wave_sub k x y).symm
  rw [mul_smul_comm, Matrix.smul_apply, he, hs, Matrix.one_apply]
  by_cases hxy : x = y
  · simp [hxy, hL]
  · simp [hxy, sub_eq_zero]
```

The conditions `NeZero N` and `NeZero M` keep the ring finite and non-empty. Without them `ZMod 0` would be the infinite chain of integers, where these finite sums and determinants are unavailable. On an open chain of three or more sites, nearest-neighbour hopping is not circulant.

## Hopping that depends only on displacement

`Matrix.circulant h` has entries \(H_{xy}=h(x-y)\): the unperturbed crystal looks the same from every site. Substituting \(y=x-z\),

\[
(Hw_k)(x)=\sum_y h(x-y)w_k(y)=\sum_z h(z)w_k(x-z)=\varepsilon(k)\,w_k(x).
\]

The proof makes the same substitution through `Equiv.subLeft`, then cancels the matrix of waves using completeness. Since that matrix is square, its right inverse is also its left inverse.

```lean
/-- The circulant Hamiltonian is diagonal in plane waves, with the band energies as entries. -/
theorem momentumRep_circulant {L : ℕ} [NeZero L] (h : ZMod L → ℂ) :
    momentumRep (Matrix.circulant h) = Matrix.diagonal (band h) := by
  -- each plane wave is an eigenvector
  have hc : Matrix.circulant h * waves L = waves L * Matrix.diagonal (band h) := by
    ext x k
    rw [Matrix.mul_apply, Matrix.mul_diagonal, ← (Equiv.subLeft x).sum_comp, band,
      Finset.mul_sum]
    refine Finset.sum_congr rfl fun z _ => ?_
    change h (x - (x - z)) * wave k (x - z) = wave k x * (h z * conj (wave k z))
    rw [sub_sub_cancel, wave_sub]
    ring
  rw [momentumRep, mul_assoc, hc, ← mul_assoc, mul_eq_one_comm.mp (waves_complete L), one_mul]
```

Without this hypothesis \(H\) itself can scatter between momenta. Changing a single site energy by \(\delta\) adds \(\delta/L\), up to a phase, to every plane-wave matrix element.

## Site energies that repeat every M sites

The hypothesis `hv : ∀ x, v (x + M) = v x` expresses commensurability: the potential contains only wavevectors that are multiples of \(2\pi/M\), higher harmonics included. It is diagonal in position, so it models a modulation of site energies and leaves the hopping unchanged.

Let \(V\) be the diagonal matrix with entries \(v(x)\). For any \(v\), directly from the definitions,

\[
\langle k|V|k'\rangle=\frac1L\sum_x \overline{w_k(x)}\,v(x)\,w_{k'}(x)=\hat v(k-k').
\]

```lean
/-- A site potential couples `k'` to `k` through its Fourier component at `k - k'`. -/
theorem momentumRep_diagonal {L : ℕ} [NeZero L] (v : ZMod L → ℂ) (k k' : ZMod L) :
    momentumRep (Matrix.diagonal v) k k' = fourier v (k - k') := by
  rw [momentumRep, Matrix.mul_apply, fourier, Finset.mul_sum]
  refine Finset.sum_congr rfl fun x _ => ?_
  have hw : wave (k - k') x = wave k x * conj (wave k' x) := by
    simpa only [wave, mul_comm] using wave_sub x k k'
  rw [Matrix.mul_diagonal, hw, map_mul, Complex.conj_conj]
  change (L : ℂ)⁻¹ * conj (wave k x) * v x * wave k' x = _
  ring
```

The phase accumulated over one supercell is \(w_q(M)=e^{2\pi i q/N}\), which equals one exactly when \(q\equiv0\pmod N\).

```lean
/-- A plane wave has phase one at site `M` exactly when its momentum is zero modulo `N`. -/
theorem wave_period {N M : ℕ} [NeZero N] [NeZero M] (q : ZMod (N * M)) :
    wave q (M : ZMod (N * M)) = 1 ↔ fold N M q = 0 := by
  obtain ⟨n, rfl⟩ : ∃ n : ℕ, (n : ZMod (N * M)) = q := ⟨q.val, ZMod.natCast_zmod_val q⟩
  have h1 : wave (n : ZMod (N * M)) (M : ZMod (N * M)) = 1 ↔
      ((n * M : ℕ) : ZMod (N * M)) = 0 := by
    constructor
    · intro h
      apply ZMod.injective_stdAddChar
      rw [Nat.cast_mul, AddChar.map_zero_eq_one]
      exact h
    · intro h
      rw [wave, ← Nat.cast_mul, h, AddChar.map_zero_eq_one]
  rw [h1, map_natCast, ZMod.natCast_eq_zero_iff, ZMod.natCast_eq_zero_iff]
  exact Nat.mul_dvd_mul_iff_right (Nat.pos_of_ne_zero (NeZero.ne M))
```

If \(v\) has period \(M\), shifting the summation variable gives

\[
\hat v(q)=\frac1L\sum_x v(x-M)\overline{w_q(x-M)}=w_q(M)\,\hat v(q),
\]

so \(\hat v(q)=0\) unless \(q\equiv0\pmod N\). Conversely, completeness gives \(v(y)=\sum_q\hat v(q)w_q(y)\). If only \(q\equiv0\pmod N\) survive, every term is unchanged by a shift of \(M\), and so is \(v\).

The proof of `periodic_iff_selection` follows both directions. In the first it supposes the Fourier component nonzero and cancels it; in the second it applies the selection rule to the pair \(q,0\).

```lean
/-- A site potential has period `M` if and only if it couples only plane waves whose momenta
agree modulo `N`. -/
theorem periodic_iff_selection {N M : ℕ} [NeZero N] [NeZero M] (v : ZMod (N * M) → ℂ) :
    (∀ x, v (x + M) = v x) ↔
      ∀ k k', fold N M k ≠ fold N M k' → momentumRep (Matrix.diagonal v) k k' = 0 := by
  constructor
  · intro hv k k' hk
    rw [momentumRep_diagonal]
    by_contra h0
    -- translation by one period multiplies the Fourier component by a phase
    have hs : fourier v (k - k') * wave (k - k') (M : ZMod (N * M)) = fourier v (k - k') := by
      conv_rhs => rw [fourier, ← (Equiv.subRight (M : ZMod (N * M))).sum_comp]
      rw [fourier, mul_assoc, Finset.sum_mul]
      congr 1
      refine Finset.sum_congr rfl fun x _ => ?_
      change _ = v (x - M) * conj (wave (k - k') (x - M))
      rw [← hv (x - M), sub_add_cancel, wave_sub, map_mul, Complex.conj_conj]
      ring
    have h1 := (wave_period _).1 (mul_left_cancel₀ h0 (hs.trans (mul_one _).symm))
    rw [map_sub, sub_eq_zero] at h1
    exact hk h1
  · intro h x
    -- expand the potential in plane waves
    have inv : ∀ y, v y = ∑ q, fourier v q * wave q y := by
      intro y
      have h1 := congrFun (congrArg (fun A => A *ᵥ v) (waves_complete (N * M))) y
      simp only [Matrix.one_mulVec, ← Matrix.mulVec_mulVec] at h1
      rw [← h1]
      refine Finset.sum_congr rfl fun q _ => ?_
      rw [mul_comm]
      congr 1
      rw [Matrix.smul_mulVec, Pi.smul_apply, smul_eq_mul, fourier]
      congr 1
      exact Finset.sum_congr rfl fun z _ => mul_comm _ _
    have hback : v (x + M - M) = v (x + M) := by
      rw [inv (x + M - M), inv (x + M)]
      refine Finset.sum_congr rfl fun q _ => ?_
      by_cases hq : fold N M q = 0
      · rw [wave_sub, (wave_period q).2 hq, map_one, mul_one]
      · have h2 := h q 0 (by rwa [map_zero])
        rw [momentumRep_diagonal, sub_zero] at h2
        rw [h2, zero_mul, zero_mul]
    rw [add_sub_cancel_right] at hback
    exact hback.symm
```

The equivalence also settles what happens without periodicity: some pair of momenta in different classes modulo \(N\) is then coupled by \(V\).

## Both symmetries give the factorisation

Adding the two contributions gives

\[
\langle k|H+tV|k'\rangle=\delta_{kk'}\varepsilon(k)+t\,\hat v(k-k').
\]

When \(k\not\equiv k'\pmod N\), the first term vanishes because \(k\ne k'\), and the second because \(v\) has period \(M\).

```lean
/-- The matrix elements of the perturbed Hamiltonian are band energies on the diagonal plus `t`
times Fourier components of the potential. -/
theorem momentumRep_perturbed {L : ℕ} [NeZero L] (h v : ZMod L → ℂ) (t : ℂ) (k k' : ZMod L) :
    momentumRep (perturbed h v t) k k' =
      (if k = k' then band h k else 0) + t * fourier v (k - k') := by
  have hl : momentumRep (perturbed h v t) =
      momentumRep (Matrix.circulant h) + t • momentumRep (Matrix.diagonal v) := by
    simp only [momentumRep, perturbed, mul_add, add_mul, mul_smul_comm, smul_mul_assoc]
    try rw [smul_comm t]
  rw [hl, Matrix.add_apply, Matrix.smul_apply, smul_eq_mul, momentumRep_circulant,
    momentumRep_diagonal, Matrix.diagonal_apply]

/-- For a potential of period `M`, the perturbed Hamiltonian has no matrix element between plane
waves whose momenta differ modulo `N`. -/
theorem selection_rule {N M : ℕ} [NeZero N] [NeZero M] (h v : ZMod (N * M) → ℂ) (t : ℂ)
    (hv : ∀ x, v (x + M) = v x) (k k' : ZMod (N * M)) (hk : fold N M k ≠ fold N M k') :
    momentumRep (perturbed h v t) k k' = 0 := by
  have h1 := (periodic_iff_selection v).1 hv k k' hk
  rw [momentumRep_diagonal] at h1
  rw [momentumRep_perturbed, h1, if_neg (fun e => hk (by rw [e])), mul_zero, add_zero]
```

Division with remainder writes each integer from \(0\) to \(NM-1\) exactly once as \(K+NG\), with \(0\le K<N\) and \(0\le G<M\). With the momenta grouped by \(K\), the momentum matrix is block diagonal with blocks \(B_K\). A change of basis preserves the characteristic polynomial, hence

\[
\det(E-H-tV)=\prod_{K=0}^{N-1}\det(E-B_K).
\]

In `charpoly_unfolding`, `hbij` establishes the enumeration by injectivity and counting, `hb` identifies the reordered matrix with the block-diagonal one, and `hp` is the change of basis.

```lean
/-- For a potential of period `M`, the characteristic polynomial of the perturbed Hamiltonian is
the product over the `N` supercell points of those of the `M` by `M` plane-wave blocks. -/
theorem charpoly_unfolding {N M : ℕ} [NeZero N] [NeZero M] (h v : ZMod (N * M) → ℂ) (t : ℂ)
    (hv : ∀ x, v (x + M) = v x) :
    (perturbed h v t).charpoly = ∏ K : Fin N, (block h v t K).charpoly := by
  have hfold : ∀ (K : Fin N) (G : Fin M), fold N M (grid K G) = ((K.1 : ℕ) : ZMod N) := by
    intro K G
    rw [grid, map_natCast, Nat.cast_add, Nat.cast_mul, ZMod.natCast_self, zero_mul, add_zero]
  have hK : ∀ K K' : Fin N, ((K.1 : ℕ) : ZMod N) = ((K'.1 : ℕ) : ZMod N) → K = K' := by
    intro K K' e
    have e' := (ZMod.natCast_eq_natCast_iff' _ _ _).1 e
    rw [Nat.mod_eq_of_lt K.2, Nat.mod_eq_of_lt K'.2] at e'
    exact Fin.ext e'
  have hlt : ∀ (K : Fin N) (G : Fin M), K.1 + N * G.1 < N * M := by
    intro K G
    have h1 : N * (G.1 + 1) ≤ N * M := Nat.mul_le_mul_left N G.2
    have h2 := K.2
    linarith [mul_add N G.1 1]
  have hG : ∀ (K : Fin N) (G G' : Fin M), grid K G = grid K G' ↔ G = G' := by
    refine fun K G G' => ⟨fun e => ?_, fun e => by rw [e]⟩
    have e' := (ZMod.natCast_eq_natCast_iff' (K.1 + N * G.1) (K.1 + N * G'.1) (N * M)).1 e
    rw [Nat.mod_eq_of_lt (hlt K G), Nat.mod_eq_of_lt (hlt K G')] at e'
    exact Fin.ext (Nat.eq_of_mul_eq_mul_left (Nat.pos_of_ne_zero (NeZero.ne N))
      (Nat.add_left_cancel e'))
  -- the points K + N G run once through all momenta
  have hbij : Function.Bijective (fun p : Fin M × Fin N => grid p.2 p.1) := by
    refine (Fintype.bijective_iff_injective_and_card _).2 ⟨?_, by simp [ZMod.card, mul_comm]⟩
    rintro ⟨G, K⟩ ⟨G', K'⟩ e
    change grid K G = grid K' G' at e
    have e1 : K = K' := hK K K' (by rw [← hfold K G, ← hfold K' G', e])
    subst e1
    rw [(hG K G G').1 e]
  let e := Equiv.ofBijective _ hbij
  have hb : Matrix.reindex e.symm e.symm (momentumRep (perturbed h v t)) =
      Matrix.blockDiagonal (block h v t) := by
    ext ⟨G, K⟩ ⟨G', K'⟩
    rw [Matrix.blockDiagonal_apply]
    change momentumRep (perturbed h v t) (grid K G) (grid K' G') =
      if K = K' then block h v t K G G' else 0
    by_cases hKK : K = K'
    · subst hKK
      have hd : (grid K G - grid K G' : ZMod (N * M)) =
          (N : ZMod (N * M)) * ((G.1 : ZMod (N * M)) - (G'.1 : ZMod (N * M))) := by
        simp only [grid, Nat.cast_add, Nat.cast_mul]
        ring
      rw [if_pos rfl, momentumRep_perturbed, hd]
      simp only [block, Matrix.of_apply, hG]
    · rw [if_neg hKK]
      exact selection_rule h v t hv _ _ (by rw [hfold, hfold]; exact fun e => hKK (hK _ _ e))
  have hm : Matrix.charmatrix (Matrix.blockDiagonal (block h v t)) =
      Matrix.blockDiagonal (fun K => Matrix.charmatrix (block h v t K)) := by
    ext1 ⟨G, K⟩ ⟨G', K'⟩
    by_cases hKK : K = K' <;>
      simp [Matrix.charmatrix_apply, Matrix.blockDiagonal_apply, Matrix.diagonal_apply, hKK]
  -- passing to plane waves preserves the characteristic polynomial
  have hp : (momentumRep (perturbed h v t)).charpoly = (perturbed h v t).charpoly := by
    rw [momentumRep, Matrix.charpoly_mul_comm, ← mul_assoc, waves_complete, one_mul]
  rw [← hp, ← Matrix.charpoly_reindex e.symm, hb, Matrix.charpoly, hm, Matrix.det_blockDiagonal]
  rfl
```

The product formula can also fail without periodicity. Take \(N=2\), \(M=1\), \(h=0\), \(t=1\) and site energies \(a\ne b\). The true polynomial is \((E-a)(E-b)\), whereas the blocks would give \((E-\tfrac{a+b}{2})^2\).

The blocks are written in primitive plane waves, not in a real-space supercell basis. The theorem concerns the characteristic polynomial and assigns no spectral weights to primitive momenta.

## Two sites per supercell

Setting \(M=2\) describes alternating site energies. Despite the name `dimerised_levels`, the bonds do not alternate: the hopping is still circulant. Each block couples \(K\) to \(K+N\). Since \(-N\equiv N\pmod{2N}\), both off-diagonal entries equal \(t\hat v(N)\), and \(\det(E-B_K)=0\) reads

\[
\big(E-\varepsilon(K)-t\hat v(0)\big)\big(E-\varepsilon(K+N)-t\hat v(0)\big)=\big(t\hat v(N)\big)^2 .
\]

The proof evaluates the product at \(E\), notes that it vanishes exactly when one factor does, and expands the \(2\times2\) determinant. For larger \(M\) the secular equation has degree \(M\) in \(E\).

```lean
/-- For a potential of period two, `E` is a root of the characteristic polynomial exactly when it
solves the secular equation coupling `K` and `K + N` for some supercell point `K`. -/
theorem dimerised_levels {N : ℕ} [NeZero N] (h v : ZMod (N * 2) → ℂ) (t E : ℂ)
    (hv : ∀ x, v (x + 2) = v x) :
    (perturbed h v t).charpoly.IsRoot E ↔ ∃ K : Fin N,
      (E - band h (K.1 : ZMod (N * 2)) - t * fourier v 0) *
        (E - band h ((K.1 : ZMod (N * 2)) + (N : ZMod (N * 2))) - t * fourier v 0) =
      (t * fourier v (N : ZMod (N * 2))) ^ 2 := by
  rw [charpoly_unfolding h v t (fun x => by simpa using hv x), Polynomial.IsRoot.def,
    Polynomial.eval_prod, Finset.prod_eq_zero_iff]
  simp only [Finset.mem_univ, true_and]
  refine exists_congr fun K => ?_
  -- momentum transfers N and -N coincide on the ring
  have hN : -(N : ZMod (N * 2)) = (N : ZMod (N * 2)) := by
    have h0 : ((N * 2 : ℕ) : ZMod (N * 2)) = 0 := ZMod.natCast_self _
    rw [Nat.cast_mul, Nat.cast_ofNat] at h0
    linear_combination -h0
  have hB : (block h v t K).charpoly.eval E =
      (E - band h (K.1 : ZMod (N * 2)) - t * fourier v 0) *
        (E - band h ((K.1 : ZMod (N * 2)) + (N : ZMod (N * 2))) - t * fourier v 0) -
      (t * fourier v (N : ZMod (N * 2))) ^ 2 := by
    rw [Matrix.charpoly, Matrix.det_fin_two]
    simp [block, grid, hN]
    ring
  rw [hB, sub_eq_zero]

end

end CommensuratePhonon
```

```lean
#print axioms CommensuratePhonon.charpoly_unfolding
-- 'CommensuratePhonon.charpoly_unfolding' depends on axioms: [propext, Classical.choice, Quot.sound]
#print axioms CommensuratePhonon.dimerised_levels
-- 'CommensuratePhonon.dimerised_levels' depends on axioms: [propext, Classical.choice, Quot.sound]
```

For four sites, take \(N=M=2\), \(h(\pm1)=-1\) with all other amplitudes zero, \(v=(1,-1,1,-1)\) and \(t=3/2\). The band energies at \(k=0,1,2,3\) are \(-2,0,2,0\), with \(\hat v(0)=0\) and \(\hat v(2)=1\).

- \(K=0\): \((E+2)(E-2)=9/4\), so \(E=\pm5/2\).
- \(K=1\): \(E^2=9/4\), so \(E=\pm3/2\).

The squares of the four levels sum to \(17\), which matches \(\operatorname{Tr}(H+tV)^2=4\,(1+1+9/4)\).

## Hermiticity is not assumed

The functions \(h\), \(v\) and the strength \(t\) may be complex, since no step uses real energies. A physical Hamiltonian has \(h(-x)=\overline{h(x)}\) with real \(v\) and \(t\); the roots \(E\) are then real energy levels. Without these conditions the factorisation still holds, but the roots may be complex.
